# In a Morse well with a bound state, the harmonic ground state has mean energy above ħω/2 and the exact ground energy is below it

## Why does the estimate go up when the level goes down?

Take $V(x)=D(1-e^{-ax})^2$ with $D=\tfrac12$, $a=1$ and $\hbar=m=1$. The harmonic frequency is $w=a\sqrt{2D}=1$, so the harmonic level is $0.5$. The exact Morse level is $0.375$, yet the harmonic ground state has mean energy of about $0.825$ in this well. If anharmonicity lowers the level, why does averaging over the harmonic state raise it?

## A symmetric density misses the soft side

The Gaussian density is even, so it sees only the even part of $V$, which is stiffer than the parabola. The exact state lowers its energy by leaning towards the soft side.

**The Gaussian.** Let $g=e^{-wx^2/2}$; normalisation would add the factor $(w/\pi)^{1/4}$. Since $g''=(w^2x^2-w)g$,
$$-\tfrac12gg''=\tfrac w4g^2+\tfrac w4(xg^2)',$$
and the kinetic energy is $w/4$. Completing the square gives $\langle e^{-bx}\rangle=e^{b^2/4w}$. With $s=a^2/4w$ and $y=e^s$, the mean energy is
$$\tfrac w4+D(1-2y+y^4).$$
Now $y^4-4y+3=(y-1)^2(y^2+2y+3)>0$, so $1-2y+y^4>2(y-1)\ge2s$. As $2Ds=w/4$, the mean energy exceeds $w/2$.

**The exact minimum.** Let $k=\sqrt{2D}$, $W=k(1-e^{-ax})-a/2$ and $E=w/2-a^2/8$. Then $W^2-W'=2V-2E$. With $H=-\tfrac12\,d^2/dx^2+V$, every real, twice differentiable $\varphi$ therefore satisfies
$$\varphi H\varphi-E\varphi^2=\tfrac12(\varphi'+W\varphi)^2-\tfrac12(\varphi\varphi'+W\varphi^2)'.$$
If $\varphi$ has finite nonzero norm and convergent energy integrals, the last term integrates to zero, so its mean energy is not below $E$. Equality needs $\varphi'=-W\varphi$, solved by
$$\varphi_0=\exp\!\big(-(k-\tfrac a2)x-\tfrac ka e^{-ax}\big).$$
Then $\varphi_0''=(W^2-W')\varphi_0$, so $H\varphi_0=E\varphi_0$. This function is square-integrable when $k>a/2$, that is $w>a^2/2$: the well is deep enough to bind.

For small $a$ at fixed $w$, the Gaussian's energy shifts by about $+7a^2/32$, the exact level by $-a^2/8$. For this one-dimensional oscillator, first-order perturbation theory in the difference between $V$ and the parabola thus corrects the zero-point energy with the wrong sign.

**What the Lean theorem says.** `harmonic_above_morse_below` assumes $D,a>0$ and $w>a^2/2$, with `freq D a` for $w$. `meanEnergy` is $\int\varphi H\varphi/\int\varphi^2$, so states need no normalisation. `IsLeast` says that $E$ is a lower bound over `Admissible` states and is attained. These are real, twice differentiable functions of finite nonzero norm with convergent energy integrals. Complex states, self-adjointness of $H$, excited levels and rotation are left aside.

**How the lemmas divide the work.** `gaussian_shift` completes the square, `harmonic_energy` computes the mean, and `harmonic_energy_gt` applies the factorisation, with `nlinarith` combining the inequalities. In `energy_lower_bound`, `g` is the total derivative (not the Gaussian above) and `key` the perfect square; `integrable_mul_of_sq` makes the cross terms integrable, and `integral_mono` compares the integrals. `integrable_morse_decay` bounds $\varphi_0^2$ by a Gaussian on the left and an exponential on the right. `morseGround_eigenstate` uses this for admissibility and differentiates twice for the Schrödinger equation. The final theorem joins these results.

```lean
import Mathlib

open MeasureTheory

namespace MorseGroundEnergy

noncomputable section

/-- The Morse potential with well depth `D` and range parameter `a`. -/
def morse (D a x : ℝ) : ℝ := D * (1 - Real.exp (-a * x)) ^ 2

/-- The harmonic frequency `w = a √(2D)` of the Morse well with `D, a > 0`, in units `ħ = m = 1`. -/
def freq (D a : ℝ) : ℝ := a * √(2 * D)

/-- The Morse Hamiltonian `-(1/2) d²/dx² + V` acting on a real wave function. -/
def hamiltonian (D a : ℝ) (φ : ℝ → ℝ) (x : ℝ) : ℝ :=
  -(1 / 2) * deriv (deriv φ) x + morse D a x * φ x

/-- The mean energy `⟨φ, Hφ⟩ / ⟨φ, φ⟩`, for wave functions of finite nonzero norm. -/
def meanEnergy (D a : ℝ) (φ : ℝ → ℝ) : ℝ :=
  (∫ x, φ x * hamiltonian D a φ x) / ∫ x, φ x ^ 2

/-- Real, twice differentiable wave functions of finite nonzero norm whose kinetic and
potential energy integrals converge. -/
structure Admissible (D a : ℝ) (φ : ℝ → ℝ) : Prop where
  diff : Differentiable ℝ φ
  diff2 : Differentiable ℝ (deriv φ)
  norm : Integrable fun x => φ x ^ 2
  pos : 0 < ∫ x, φ x ^ 2
  kin : Integrable fun x => deriv φ x ^ 2
  curv : Integrable fun x => φ x * deriv (deriv φ) x
  pot : Integrable fun x => morse D a x * φ x ^ 2

/-- The harmonic ground state of frequency `w > 0`, up to normalisation. -/
def harmonicGround (w x : ℝ) : ℝ := Real.exp (-w * x ^ 2 / 2)

/-- The Morse ground state, up to normalisation, for `D, a > 0` and `√(2D) > a/2`. -/
def morseGround (D a x : ℝ) : ℝ :=
  Real.exp (-(√(2 * D) - a / 2) * x - √(2 * D) / a * Real.exp (-a * x))

/-- A Gaussian of positive width parameter times an exponential is integrable, with the
integral found by completing the square. -/
theorem gaussian_shift {w : ℝ} (hw : 0 < w) (b : ℝ) :
    Integrable (fun x : ℝ => Real.exp (-w * x ^ 2 - b * x)) ∧
    ∫ x : ℝ, Real.exp (-w * x ^ 2 - b * x) = √(Real.pi / w) * Real.exp (b ^ 2 / (4 * w)) := by
  have h : (fun x : ℝ => Real.exp (-w * x ^ 2 - b * x)) =
      fun x => Real.exp (b ^ 2 / (4 * w)) * Real.exp (-w * (x + b / (2 * w)) ^ 2) := by
    funext x
    rw [← Real.exp_add]
    congr 1
    field_simp
    ring
  rw [h]
  refine ⟨((integrable_exp_neg_mul_sq hw).comp_add_right (b / (2 * w))).const_mul _, ?_⟩
  rw [integral_const_mul,
    integral_add_right_eq_self (fun x : ℝ => Real.exp (-w * x ^ 2)) (b / (2 * w)),
    integral_gaussian]
  ring

/-- For every `w > 0` the harmonic ground state is admissible, and its mean energy in the
Morse well is `w/4 + D (1 - 2 exp(a²/4w) + exp(a²/w))`. -/
theorem harmonic_energy (D a : ℝ) {w : ℝ} (hw : 0 < w) :
    Admissible D a (harmonicGround w) ∧ meanEnergy D a (harmonicGround w) =
      w / 4 + D * (1 - 2 * Real.exp (a ^ 2 / (4 * w)) + Real.exp (a ^ 2 / w)) := by
  have hsq : ∀ x : ℝ, HasDerivAt (fun y : ℝ => y ^ 2) (2 * x) x := fun x => by
    simpa using hasDerivAt_pow 2 x
  have h1 : ∀ x, HasDerivAt (harmonicGround w) (-w * x * harmonicGround w x) x := fun x =>
    ((((hsq x).const_mul (-w)).div_const 2).exp).congr_deriv (by
      simp only [harmonicGround]; ring)
  have h2 : ∀ x, HasDerivAt (fun y => -w * y * harmonicGround w y)
      ((w ^ 2 * x ^ 2 - w) * harmonicGround w x) x := fun x =>
    (((hasDerivAt_id' x).const_mul (-w)).fun_mul (h1 x)).congr_deriv (by ring)
  have d1 : deriv (harmonicGround w) = fun x => -w * x * harmonicGround w x :=
    funext fun x => (h1 x).deriv
  have d2 : deriv (deriv (harmonicGround w)) =
      fun x => (w ^ 2 * x ^ 2 - w) * harmonicGround w x := by
    rw [d1]; exact funext fun x => (h2 x).deriv
  have sq : ∀ x, harmonicGround w x ^ 2 = Real.exp (-w * x ^ 2) := fun x => by
    rw [harmonicGround, ← Real.exp_nat_mul]
    congr 1
    push_cast
    ring
  have e1 : ∀ x, Real.exp (-w * x ^ 2 - a * x) =
      Real.exp (-w * x ^ 2) * Real.exp (-a * x) := fun x => by
    rw [← Real.exp_add]; congr 1; ring
  have e2 : ∀ x, Real.exp (-w * x ^ 2 - 2 * a * x) =
      Real.exp (-w * x ^ 2) * Real.exp (-a * x) ^ 2 := fun x => by
    rw [← Real.exp_nat_mul, ← Real.exp_add]; congr 1; push_cast; ring
  have G0 := integrable_exp_neg_mul_sq hw
  have GX := integrable_rpow_mul_exp_neg_mul_sq hw (s := 2) (by norm_num)
  simp only [Real.rpow_two] at GX
  obtain ⟨G1, I1⟩ := gaussian_shift hw a
  obtain ⟨G2, I2⟩ := gaussian_shift hw (2 * a)
  have B : Integrable fun x : ℝ =>
      Real.exp (-w * x ^ 2) - 2 * w * (x ^ 2 * Real.exp (-w * x ^ 2)) :=
    G0.sub (GX.const_mul (2 * w))
  -- the virial part of the kinetic energy is a total derivative
  have T : ∫ x : ℝ, (Real.exp (-w * x ^ 2) - 2 * w * (x ^ 2 * Real.exp (-w * x ^ 2))) = 0 :=
    integral_eq_zero_of_hasDerivAt_of_integrable
      (f := fun x : ℝ => x * Real.exp (-w * x ^ 2))
      (fun x => ((hasDerivAt_id' x).fun_mul ((hsq x).const_mul (-w)).exp).congr_deriv (by ring))
      B (integrable_mul_exp_neg_mul_sq hw)
  have Q : Integrable fun x : ℝ =>
      Real.exp (-w * x ^ 2) - 2 * Real.exp (-w * x ^ 2 - a * x) := G0.sub (G1.const_mul 2)
  have P : Integrable fun x : ℝ => D * (Real.exp (-w * x ^ 2) -
      2 * Real.exp (-w * x ^ 2 - a * x) + Real.exp (-w * x ^ 2 - 2 * a * x)) :=
    (Q.add G2).const_mul D
  have hS : 0 < √(Real.pi / w) := Real.sqrt_pos.2 (div_pos Real.pi_pos hw)
  have I0 : ∫ x, harmonicGround w x ^ 2 = √(Real.pi / w) := by
    simp only [sq]; exact integral_gaussian w
  refine ⟨⟨fun x => (h1 x).differentiableAt, ?_, ?_, I0 ▸ hS, ?_, ?_, ?_⟩, ?_⟩
  · rw [d1]; exact fun x => (h2 x).differentiableAt
  · simpa only [sq] using G0
  · refine (GX.const_mul (w ^ 2)).congr (ae_of_all _ fun x => ?_)
    simp only [d1, ← sq]; ring
  · refine ((GX.const_mul (w ^ 2)).sub (G0.const_mul w)).congr (ae_of_all _ fun x => ?_)
    simp only [d2, Pi.sub_apply, ← sq]; ring
  · refine P.congr (ae_of_all _ fun x => ?_)
    simp only [morse, e1, e2, sq]; ring
  · have A := G0.const_mul (w / 4)
    have B' := B.const_mul (w / 4)
    have AB : Integrable fun x : ℝ => w / 4 * Real.exp (-w * x ^ 2) + w / 4 *
      (Real.exp (-w * x ^ 2) - 2 * w * (x ^ 2 * Real.exp (-w * x ^ 2))) := A.add B'
    have split : ∀ x, harmonicGround w x * hamiltonian D a (harmonicGround w) x =
        w / 4 * Real.exp (-w * x ^ 2) + w / 4 *
        (Real.exp (-w * x ^ 2) - 2 * w * (x ^ 2 * Real.exp (-w * x ^ 2))) +
        D * (Real.exp (-w * x ^ 2) - 2 * Real.exp (-w * x ^ 2 - a * x) +
          Real.exp (-w * x ^ 2 - 2 * a * x)) := fun x => by
      simp only [hamiltonian, d2, morse, e1, e2, ← sq]; ring
    rw [meanEnergy, I0, div_eq_iff hS.ne']
    simp only [split]
    rw [integral_add AB P, integral_add A B']
    simp only [integral_const_mul]
    rw [T, integral_add Q G2, integral_sub G0 (G1.const_mul 2), integral_const_mul,
      I1, I2, integral_gaussian, show (2 * a) ^ 2 / (4 * w) = a ^ 2 / w by ring]
    ring

/-- For `D, a > 0` the harmonic ground state of frequency `w = a √(2D)` has mean energy
strictly above `w/2` in the Morse well. -/
theorem harmonic_energy_gt {D a : ℝ} (hD : 0 < D) (ha : 0 < a) :
    freq D a / 2 < meanEnergy D a (harmonicGround (freq D a)) := by
  have hw : 0 < freq D a := mul_pos ha (Real.sqrt_pos.2 (by linarith))
  have hw2 : freq D a ^ 2 = 2 * D * a ^ 2 := by
    rw [freq, mul_pow, Real.sq_sqrt (by linarith)]; ring
  rw [(harmonic_energy D a hw).2]
  generalize freq D a = w at hw hw2 ⊢
  have hs : 0 < a ^ 2 / (4 * w) := by positivity
  have hy := Real.add_one_le_exp (a ^ 2 / (4 * w))
  have h4 : Real.exp (a ^ 2 / w) = Real.exp (a ^ 2 / (4 * w)) ^ 4 := by
    rw [← Real.exp_nat_mul]; congr 1; push_cast; ring
  have hDs : D * (2 * (a ^ 2 / (4 * w))) = w / 4 := by
    field_simp
    linarith
  rw [h4]
  generalize Real.exp (a ^ 2 / (4 * w)) = y at hy ⊢
  have hy1 : 0 < y - 1 := by linarith
  have hy0 : 0 < y := by linarith
  have hp : 0 < (y - 1) ^ 2 * (y ^ 2 + 2 * y + 3) := by positivity
  have hlt : 2 * (a ^ 2 / (4 * w)) < 1 - 2 * y + y ^ 4 := by nlinarith
  have := mul_lt_mul_of_pos_left hlt hD
  linarith

/-- The product of two continuous square-integrable functions is integrable. -/
theorem integrable_mul_of_sq {f g : ℝ → ℝ} (hf : Continuous f) (hg : Continuous g)
    (hf2 : Integrable fun x => f x ^ 2) (hg2 : Integrable fun x => g x ^ 2) :
    Integrable fun x => f x * g x := by
  refine (hf2.add hg2).mono' (hf.mul hg).aestronglyMeasurable (ae_of_all _ fun x => ?_)
  simp only [Pi.add_apply, Real.norm_eq_abs]
  rw [abs_le]
  constructor <;> nlinarith [sq_nonneg (f x + g x), sq_nonneg (f x - g x)]

/-- For `D > 0` no admissible state has mean energy below `w/2 - a²/8`, where
`w = a √(2D)`. -/
theorem energy_lower_bound {D a : ℝ} (hD : 0 < D) {φ : ℝ → ℝ} (h : Admissible D a φ) :
    freq D a / 2 - a ^ 2 / 8 ≤ meanEnergy D a φ := by
  have hk : √(2 * D) ^ 2 = 2 * D := Real.sq_sqrt (by linarith)
  rw [meanEnergy, le_div_iff₀ h.pos, freq]
  generalize √(2 * D) = k at hk ⊢
  have c0 := h.diff.continuous
  have c1 := h.diff2.continuous
  have cu : Continuous fun x => (1 - Real.exp (-a * x)) * φ x := by fun_prop
  have M : Integrable fun x => ((1 - Real.exp (-a * x)) * φ x) ^ 2 := by
    refine (h.pot.const_mul D⁻¹).congr (ae_of_all _ fun x => ?_)
    simp only [morse]
    field_simp
  have L := integrable_mul_of_sq c0 cu h.norm M
  have X := integrable_mul_of_sq c0 c1 h.norm h.kin
  have Y := integrable_mul_of_sq cu c1 M h.kin
  -- `g` is the derivative of `φ φ' + W φ²` with `W = k (1 - exp(-a x)) - a/2`
  obtain ⟨g, hg⟩ : ∃ g : ℝ → ℝ, ∀ x, g x = deriv φ x ^ 2 + φ x * deriv (deriv φ) x +
      a * k * (φ x ^ 2 - φ x * ((1 - Real.exp (-a * x)) * φ x)) +
      2 * k * ((1 - Real.exp (-a * x)) * φ x * deriv φ x) - a * (φ x * deriv φ x) :=
    ⟨_, fun _ => rfl⟩
  have gI : Integrable g := by
    rw [funext hg]
    exact (((h.kin.add h.curv).add ((h.norm.sub L).const_mul (a * k))).add
      (Y.const_mul (2 * k))).sub (X.const_mul a)
  have T : ∫ x, g x = 0 := by
    refine integral_eq_zero_of_hasDerivAt_of_integrable (f := fun x => φ x * deriv φ x +
      k * (φ x * ((1 - Real.exp (-a * x)) * φ x)) - a / 2 * φ x ^ 2) (fun x => ?_) gI
      ((X.add (L.const_mul k)).sub (h.norm.const_mul (a / 2)))
    have p0 := (h.diff x).hasDerivAt
    have p1 := (h.diff2 x).hasDerivAt
    have p2 : HasDerivAt (fun y => φ y ^ 2) (2 * φ x * deriv φ x) x := by
      simpa using p0.fun_pow 2
    have pu := (((hasDerivAt_id' x).const_mul (-a)).exp).const_sub 1
    refine (((p0.fun_mul p1).fun_add ((p0.fun_mul (pu.fun_mul p0)).const_mul k)).fun_sub
      (p2.const_mul (a / 2))).congr_deriv ?_
    rw [hg]; ring
  have HI : Integrable fun x => φ x * hamiltonian D a φ x := by
    refine ((h.curv.const_mul (-(1 / 2))).add h.pot).congr (ae_of_all _ fun x => ?_)
    simp only [Pi.add_apply, hamiltonian]; ring
  have EN := h.norm.const_mul (a * k / 2 - a ^ 2 / 8)
  have Eg := gI.const_mul (1 / 2)
  calc (a * k / 2 - a ^ 2 / 8) * ∫ x, φ x ^ 2
      = ∫ x, ((a * k / 2 - a ^ 2 / 8) * φ x ^ 2 - 1 / 2 * g x) := by
        rw [integral_sub EN Eg, integral_const_mul, integral_const_mul, T]; ring
    _ ≤ ∫ x, φ x * hamiltonian D a φ x := by
        refine integral_mono (EN.sub Eg) HI fun x => ?_
        -- the difference of the energy densities is a perfect square
        have key : φ x * hamiltonian D a φ x -
            ((a * k / 2 - a ^ 2 / 8) * φ x ^ 2 - 1 / 2 * g x) = 1 / 2 *
            (deriv φ x + (k * (1 - Real.exp (-a * x)) - a / 2) * φ x) ^ 2 := by
          rw [hg, hamiltonian, morse]
          linear_combination (-(1 / 2) * (1 - Real.exp (-a * x)) ^ 2 * φ x ^ 2) * hk
        have := sq_nonneg (deriv φ x + (k * (1 - Real.exp (-a * x)) - a / 2) * φ x)
        show (a * k / 2 - a ^ 2 / 8) * φ x ^ 2 - 1 / 2 * g x ≤ φ x * hamiltonian D a φ x
        linarith

/-- For `p, q, a > 0` the function `exp(-p x - q exp(-a x))` is integrable on the line. -/
theorem integrable_morse_decay {p q a : ℝ} (hp : 0 < p) (hq : 0 < q) (ha : 0 < a) :
    Integrable fun x : ℝ => Real.exp (-p * x - q * Real.exp (-a * x)) := by
  have hc : Continuous fun x : ℝ => Real.exp (-p * x - q * Real.exp (-a * x)) := by fun_prop
  rw [← integrableOn_univ, ← Set.Iic_union_Ioi (a := (0 : ℝ))]
  refine IntegrableOn.union ?_ ?_
  · -- on the repulsive side a Gaussian dominates
    refine Integrable.mono' (gaussian_shift (w := q * a ^ 2 / 2) (by positivity) p).1.integrableOn
      hc.aestronglyMeasurable (ae_restrict_of_forall_mem measurableSet_Iic fun x hx => ?_)
    rw [Real.norm_eq_abs, Real.abs_exp]
    apply Real.exp_le_exp.2
    have hx0 : 0 ≤ -a * x := by nlinarith [Set.mem_Iic.1 hx]
    have h1 := Real.quadratic_le_exp_of_nonneg hx0
    have h2 : a ^ 2 * x ^ 2 / 2 ≤ Real.exp (-a * x) := by nlinarith
    have h3 := mul_le_mul_of_nonneg_left h2 hq.le
    linarith
  · refine Integrable.mono' (exp_neg_integrableOn_Ioi 0 hp)
      hc.aestronglyMeasurable (ae_of_all _ fun x => ?_)
    rw [Real.norm_eq_abs, Real.abs_exp]
    apply Real.exp_le_exp.2
    have := mul_pos hq (Real.exp_pos (-a * x))
    linarith

/-- For `D, a > 0` and `w = a √(2D) > a²/2` the Morse ground state is admissible and solves
the Schrödinger equation with energy `w/2 - a²/8`. -/
theorem morseGround_eigenstate {D a : ℝ} (hD : 0 < D) (ha : 0 < a)
    (hw : a ^ 2 / 2 < freq D a) : Admissible D a (morseGround D a) ∧
    ∀ x, hamiltonian D a (morseGround D a) x =
      (freq D a / 2 - a ^ 2 / 8) * morseGround D a x := by
  have hk2 : √(2 * D) ^ 2 = 2 * D := Real.sq_sqrt (by linarith)
  have hk : a / 2 < √(2 * D) := by
    refine lt_of_mul_lt_mul_left (a := a) ?_ ha.le
    rw [freq] at hw
    linarith
  have he : ∀ x, HasDerivAt (fun y => Real.exp (-a * y)) (-a * Real.exp (-a * x)) x :=
    fun x => (((hasDerivAt_id' x).const_mul (-a)).exp).congr_deriv (by ring)
  have h1 : ∀ x, HasDerivAt (morseGround D a)
      ((a / 2 - √(2 * D) + √(2 * D) * Real.exp (-a * x)) * morseGround D a x) x := fun x => by
    refine ((((hasDerivAt_id' x).const_mul (-(√(2 * D) - a / 2))).fun_sub
      ((he x).const_mul (√(2 * D) / a))).exp).congr_deriv ?_
    have hc : √(2 * D) / a * (-a * Real.exp (-a * x)) = -(√(2 * D) * Real.exp (-a * x)) := by
      field_simp
    rw [hc, morseGround]; ring
  have h2 : ∀ x, HasDerivAt
      (fun y => (a / 2 - √(2 * D) + √(2 * D) * Real.exp (-a * y)) * morseGround D a y)
      (((a / 2 - √(2 * D) + √(2 * D) * Real.exp (-a * x)) ^ 2 -
        a * √(2 * D) * Real.exp (-a * x)) * morseGround D a x) x := fun x =>
    ((((he x).const_mul (√(2 * D))).const_add (a / 2 - √(2 * D))).fun_mul (h1 x)).congr_deriv
      (by ring)
  have d1 := funext fun x => (h1 x).deriv
  have d2 : deriv (deriv (morseGround D a)) = fun x =>
      ((a / 2 - √(2 * D) + √(2 * D) * Real.exp (-a * x)) ^ 2 -
        a * √(2 * D) * Real.exp (-a * x)) * morseGround D a x := by
    rw [d1]; exact funext fun x => (h2 x).deriv
  have S : ∀ n : ℕ, Integrable fun x => Real.exp (-a * x) ^ n * morseGround D a x ^ 2 := by
    intro n
    have hp : 0 < 2 * √(2 * D) - a + n * a := by
      have : 0 ≤ (n : ℝ) * a := by positivity
      linarith
    have hq : 0 < 2 * √(2 * D) / a := div_pos (by linarith) ha
    refine (integrable_morse_decay hp hq ha).congr (ae_of_all _ fun x => ?_)
    simp only [morseGround]
    rw [← Real.exp_nat_mul, ← Real.exp_nat_mul, ← Real.exp_add]
    congr 1
    push_cast
    ring
  have comb : ∀ α β γ : ℝ, Integrable fun x =>
      (α + β * Real.exp (-a * x) + γ * Real.exp (-a * x) ^ 2) * morseGround D a x ^ 2 := by
    intro α β γ
    refine ((((S 0).const_mul α).add ((S 1).const_mul β)).add ((S 2).const_mul γ)).congr
      (ae_of_all _ fun x => ?_)
    simp only [Pi.add_apply]; ring
  have N : Integrable fun x => morseGround D a x ^ 2 := by
    simpa only [pow_zero, one_mul] using S 0
  refine ⟨⟨fun x => (h1 x).differentiableAt, ?_, N, ?_, ?_, ?_, ?_⟩, fun x => ?_⟩
  · rw [d1]; exact fun x => (h2 x).differentiableAt
  · simp only [morseGround, ← Real.exp_nat_mul] at N ⊢
    exact integral_exp_pos N
  · refine (comb ((a / 2 - √(2 * D)) ^ 2) (2 * (a / 2 - √(2 * D)) * √(2 * D))
      (√(2 * D) ^ 2)).congr (ae_of_all _ fun x => ?_)
    simp only [d1]; ring
  · refine (comb ((a / 2 - √(2 * D)) ^ 2) (2 * (a / 2 - √(2 * D)) * √(2 * D) - a * √(2 * D))
      (√(2 * D) ^ 2)).congr (ae_of_all _ fun x => ?_)
    simp only [d2]; ring
  · refine (comb D (-2 * D) D).congr (ae_of_all _ fun x => ?_)
    simp only [morse]; ring
  · simp only [hamiltonian, d2, morse, freq]
    linear_combination (-(1 / 2) * (1 - Real.exp (-a * x)) ^ 2 * morseGround D a x) * hk2

/-- Let `D, a > 0` and `w = a √(2D) > a²/2`. The harmonic ground state has mean energy above
`w/2` in the Morse well, while the least mean energy of all admissible states is
`w/2 - a²/8`, which lies below `w/2`. -/
theorem harmonic_above_morse_below {D a : ℝ} (hD : 0 < D) (ha : 0 < a)
    (hw : a ^ 2 / 2 < freq D a) :
    freq D a / 2 < meanEnergy D a (harmonicGround (freq D a)) ∧
    IsLeast (meanEnergy D a '' {φ | Admissible D a φ}) (freq D a / 2 - a ^ 2 / 8) ∧
    freq D a / 2 - a ^ 2 / 8 < freq D a / 2 := by
  obtain ⟨adm, eig⟩ := morseGround_eigenstate hD ha hw
  refine ⟨harmonic_energy_gt hD ha, ⟨⟨morseGround D a, adm, ?_⟩, ?_⟩, ?_⟩
  · rw [meanEnergy, div_eq_iff adm.pos.ne', ← integral_const_mul]
    refine integral_congr_ae (ae_of_all _ fun x => ?_)
    simp only [eig]; ring
  · rintro _ ⟨φ, hφ, rfl⟩
    exact energy_lower_bound hD hφ
  · have : 0 < a ^ 2 := by positivity
    linarith

end

end MorseGroundEnergy
```

```lean
#print axioms MorseGroundEnergy.harmonic_above_morse_below
```

```
'MorseGroundEnergy.harmonic_above_morse_below' depends on axioms: [propext, Classical.choice, Quot.sound]
```
